# The soft photon current obeys $k\cdot J=\sum_i Q_i$, and $J\cdot J\le 0$ when charge is conserved

When charged particles scatter and emit a photon of low momentum $k$, the leading emission factor is $\varepsilon\cdot J$, with polarization $\varepsilon$ and soft current

$$J=\sum_i \frac{Q_i}{p_i\cdot k}\,p_i .$$

Here $p_i$ is the momentum of particle $i$, and $Q_i$ is its charge in units of the coupling $e$, counted plus if outgoing and minus if incoming. Charge conservation therefore reads $\sum_i Q_i=0$. Spacetime has $d$ space dimensions, and $p\cdot q=p^0q^0-\mathbf p\cdot\mathbf q$.

If every $p_i\cdot k\neq0$, then $k\cdot J=\sum_i Q_i$, the Ward identity for this current. If also $k$ is nonzero and null and $\sum_i Q_i=0$, then $J\cdot J\le0$, with equality exactly when $J$ is a multiple of $k$.

## The emission weight in a photon generator

In the leading soft approximation in $d=3$, with $\hbar=c=1$ and $e^2=4\pi\alpha$, where $\alpha$ is the fine-structure constant, a generator of QED radiation from massive charges can sample photons, between a lower and an upper energy cutoff, from the unnormalized density

$$e^2\,(-J\cdot J)\,\frac{d^3k}{(2\pi)^3\,2k^0},$$

where $-J\cdot J$ is the sum of $|\varepsilon\cdot J|^2$ over physical polarizations. The bound makes this weight nonnegative, as sampling requires. For one particle of charge $Q$ and mass $m$ scattering from $p$ to $p'$, with no other charges taking part, the factor is

$$-J\cdot J=Q^2\left[\frac{2\,p\cdot p'}{(p\cdot k)(p'\cdot k)}-\frac{m^2}{(p\cdot k)^2}-\frac{m^2}{(p'\cdot k)^2}\right].$$

In a code that works with explicit polarization vectors, the Ward identity and charge conservation make the result independent of the gauge chosen for them: replacing $\varepsilon$ by $\varepsilon+ck$ leaves $\varepsilon\cdot J$ unchanged.

## Cancelling denominators and completing a square

By linearity, each denominator cancels:

$$k\cdot J=\sum_i Q_i\frac{k\cdot p_i}{p_i\cdot k}=\sum_i Q_i .$$

Hence $(\varepsilon+ck)\cdot J=\varepsilon\cdot J+c\sum_i Q_i$ for real $c$. This is independent of $c$ exactly when the charges sum to zero.

Now let $k$ be nonzero and null, and let $k\cdot v=0$. Then $(k^0)^2=|\mathbf k|^2$ and $\mathbf k\cdot\mathbf v=k^0v^0$. If $k^0$ were zero, $\mathbf k$ would vanish too, so $k^0\ne0$. Expanding,

$$\begin{aligned}
|k^0\mathbf v-v^0\mathbf k|^2
&=(k^0)^2|\mathbf v|^2-2k^0v^0\,\mathbf k\cdot\mathbf v+(v^0)^2|\mathbf k|^2\\
&=(k^0)^2\left(|\mathbf v|^2-(v^0)^2\right)=-(k^0)^2\,v\cdot v .
\end{aligned}$$

So $v\cdot v\le0$. Equality forces $k^0\mathbf v=v^0\mathbf k$, that is $v=(v^0/k^0)k$; conversely, every multiple of $k$ is null. With $\sum_i Q_i=0$, the choice $v=J$ gives the bound.

The choice $v=p$ shows that a momentum with $p\cdot p>0$ cannot have $p\cdot k=0$, so massive particles meet the denominator condition automatically. A single such particle with $Q\ne0$ has $J\cdot J=Q^2\,p\cdot p/(p\cdot k)^2>0$, so the bound fails if the condition on the charges is simply omitted.

## The current and its bound in Lean

```lean
import Mathlib

open Finset

namespace SoftPhotonCurrent

noncomputable section

/-- Minkowski space with one time and `d` space dimensions. -/
abbrev Mink (d : ℕ) := ℝ × EuclideanSpace ℝ (Fin d)

/-- The Minkowski product: product of the time components minus the Euclidean product of
the space components. -/
def mdot {d : ℕ} (p q : Mink d) : ℝ := p.1 * q.1 - inner ℝ p.2 q.2

/-- The soft photon current `J = ∑ Qᵢ pᵢ / (pᵢ·k)` of charges `Qᵢ` (outgoing counted plus,
incoming minus) with momenta `pᵢ`, for photon momentum `k` with all `pᵢ·k` nonzero. -/
def softCurrent {d : ℕ} {ι : Type*} [Fintype ι] (Q : ι → ℝ) (p : ι → Mink d)
    (k : Mink d) : Mink d :=
  ∑ i, (Q i / mdot (p i) k) • p i

variable {d : ℕ} {ι : Type*} [Fintype ι]

/-- The Minkowski product is symmetric. -/
theorem mdot_comm (p q : Mink d) : mdot p q = mdot q p := by
  unfold mdot
  rw [real_inner_comm q.2 p.2, mul_comm]

/-- Rescaling a vector by `c` multiplies its Minkowski square by `c²`. -/
theorem mdot_smul_self (c : ℝ) (p : Mink d) :
    mdot (c • p) (c • p) = c ^ 2 * mdot p p := by
  simp only [mdot, Prod.smul_fst, Prod.smul_snd, real_inner_smul_left,
    real_inner_smul_right, smul_eq_mul]
  ring

/-- **Ward identity**: if all `pᵢ·k` are nonzero, contracting the soft current with the
photon momentum gives the sum of the signed charges. -/
theorem ward_identity (Q : ι → ℝ) (p : ι → Mink d) (k : Mink d)
    (hp : ∀ i, mdot (p i) k ≠ 0) :
    mdot k (softCurrent Q p k) = ∑ i, Q i := by
  -- the product is linear in the current
  have lin : ∀ c : ι → ℝ, mdot k (∑ i, c i • p i) = ∑ i, c i * mdot k (p i) := by
    intro c
    simp only [mdot, Prod.fst_sum, Prod.snd_sum, Prod.smul_fst, Prod.smul_snd,
      inner_sum, real_inner_smul_right, smul_eq_mul, Finset.mul_sum]
    rw [← Finset.sum_sub_distrib]
    exact Finset.sum_congr rfl fun i _ => by ring
  unfold softCurrent
  rw [lin]
  -- each denominator cancels
  refine Finset.sum_congr rfl fun i _ => ?_
  rw [mdot_comm k (p i)]
  exact div_mul_cancel₀ _ (hp i)

/-- If all `pᵢ·k` are nonzero, the soft emission factor `ε·J` is unchanged by every shift of
the polarization `ε` along `k` exactly when the signed charges sum to zero. -/
theorem gauge_invariant_iff (Q : ι → ℝ) (p : ι → Mink d) (k : Mink d)
    (hp : ∀ i, mdot (p i) k ≠ 0) :
    (∀ (ε : Mink d) (c : ℝ),
      mdot (ε + c • k) (softCurrent Q p k) = mdot ε (softCurrent Q p k)) ↔
      ∑ i, Q i = 0 := by
  have shift : ∀ (ε : Mink d) (c : ℝ), mdot (ε + c • k) (softCurrent Q p k)
      = mdot ε (softCurrent Q p k) + c * ∑ i, Q i := by
    intro ε c
    rw [← ward_identity Q p k hp]
    simp only [mdot, Prod.fst_add, Prod.snd_add, Prod.smul_fst, Prod.smul_snd,
      inner_add_left, real_inner_smul_left, smul_eq_mul]
    ring
  constructor
  · intro h
    have h1 := h 0 1
    rw [shift] at h1
    linarith
  · intro h ε c
    rw [shift, h, mul_zero, add_zero]

/-- A vector orthogonal to a nonzero null vector `k` has nonpositive Minkowski square, and
the square vanishes exactly when the vector is a multiple of `k`. -/
theorem orthogonal_to_null {k v : Mink d} (hk : k ≠ 0) (hn : mdot k k = 0)
    (hv : mdot k v = 0) :
    mdot v v ≤ 0 ∧ (mdot v v = 0 ↔ ∃ c : ℝ, v = c • k) := by
  -- a nonzero null vector has a nonzero time component
  have h0 : k.1 ≠ 0 := by
    intro h
    have h2 : inner ℝ k.2 k.2 = (0 : ℝ) := by
      unfold mdot at hn
      rw [h] at hn
      linarith
    exact hk (Prod.ext h (inner_self_eq_zero.mp h2))
  -- `k.1 ^ 2` times the Minkowski square of `v` is minus a Euclidean square
  have key : k.1 ^ 2 * mdot v v
      = -inner ℝ (k.1 • v.2 - v.1 • k.2) (k.1 • v.2 - v.1 • k.2) := by
    unfold mdot at hn hv ⊢
    simp only [inner_sub_left, inner_sub_right, real_inner_smul_left,
      real_inner_smul_right]
    rw [real_inner_comm k.2 v.2]
    linear_combination 2 * k.1 * v.1 * hv - v.1 ^ 2 * hn
  refine ⟨?_, ?_, ?_⟩
  · by_contra hc
    have h1 : 0 < k.1 ^ 2 := by positivity
    have h2 := mul_pos h1 (not_le.mp hc)
    have h3 : 0 ≤ inner ℝ (k.1 • v.2 - v.1 • k.2) (k.1 • v.2 - v.1 • k.2) :=
      real_inner_self_nonneg
    linarith
  · intro h
    rw [h] at key
    have h1 : inner ℝ (k.1 • v.2 - v.1 • k.2) (k.1 • v.2 - v.1 • k.2) = (0 : ℝ) := by
      linarith
    have h2 : k.1 • v.2 = v.1 • k.2 := sub_eq_zero.mp (inner_self_eq_zero.mp h1)
    refine ⟨v.1 / k.1, Prod.ext ?_ ?_⟩
    · exact (div_mul_cancel₀ v.1 h0).symm
    · calc v.2 = k.1⁻¹ • (k.1 • v.2) := (inv_smul_smul₀ h0 _).symm
        _ = k.1⁻¹ • (v.1 • k.2) := by rw [h2]
        _ = (v.1 / k.1) • k.2 := by rw [smul_smul, div_eq_inv_mul]
  · rintro ⟨c, hc⟩
    rw [hc, mdot_smul_self, hn, mul_zero]

/-- For a nonzero null photon momentum `k`, all `pᵢ·k` nonzero and signed charges summing to
zero, the soft current satisfies `J·J ≤ 0`, with equality exactly when `J` is a multiple
of `k`. -/
theorem softCurrent_sq_nonpos (Q : ι → ℝ) (p : ι → Mink d) {k : Mink d}
    (hk : k ≠ 0) (hn : mdot k k = 0) (hp : ∀ i, mdot (p i) k ≠ 0)
    (hQ : ∑ i, Q i = 0) :
    mdot (softCurrent Q p k) (softCurrent Q p k) ≤ 0 ∧
      (mdot (softCurrent Q p k) (softCurrent Q p k) = 0 ↔
        ∃ c : ℝ, softCurrent Q p k = c • k) :=
  orthogonal_to_null hk hn ((ward_identity Q p k hp).trans hQ)

/-- A momentum with positive Minkowski square has nonzero product with every nonzero null
momentum. -/
theorem massive_mdot_ne_zero {p k : Mink d} (hm : 0 < mdot p p) (hk : k ≠ 0)
    (hn : mdot k k = 0) : mdot p k ≠ 0 := by
  intro h
  have h1 := (orthogonal_to_null hk hn ((mdot_comm k p).trans h)).1
  linarith

/-- For charges whose momenta have positive Minkowski square, with signed charges summing to
zero, `J·J ≤ 0` at every nonzero null photon momentum. -/
theorem massive_softCurrent_sq_nonpos (Q : ι → ℝ) (p : ι → Mink d) {k : Mink d}
    (hm : ∀ i, 0 < mdot (p i) (p i)) (hk : k ≠ 0) (hn : mdot k k = 0)
    (hQ : ∑ i, Q i = 0) :
    mdot (softCurrent Q p k) (softCurrent Q p k) ≤ 0 :=
  (softCurrent_sq_nonpos Q p hk hn (fun i => massive_mdot_ne_zero (hm i) hk hn) hQ).1

/-- A single nonzero charge whose momentum has positive Minkowski square gives `J·J > 0` at
every nonzero null photon momentum. -/
theorem single_charge_sq_pos {Q : ℝ} {p k : Mink d} (hQ : Q ≠ 0) (hm : 0 < mdot p p)
    (hk : k ≠ 0) (hn : mdot k k = 0) :
    0 < mdot (softCurrent (fun _ : Fin 1 => Q) (fun _ => p) k)
      (softCurrent (fun _ : Fin 1 => Q) (fun _ => p) k) := by
  have hJ : softCurrent (fun _ : Fin 1 => Q) (fun _ => p) k = (Q / mdot p k) • p := by
    simp [softCurrent]
  have ha : Q / mdot p k ≠ 0 := div_ne_zero hQ (massive_mdot_ne_zero hm hk hn)
  rw [hJ, mdot_smul_self]
  exact mul_pos (pow_pos_of_sq ha) hm
where
  pow_pos_of_sq {a : ℝ} (ha : a ≠ 0) : 0 < a ^ 2 := by positivity

end

end SoftPhotonCurrent
```

```lean
#print axioms SoftPhotonCurrent.gauge_invariant_iff
#print axioms SoftPhotonCurrent.softCurrent_sq_nonpos
#print axioms SoftPhotonCurrent.massive_softCurrent_sq_nonpos
#print axioms SoftPhotonCurrent.single_charge_sq_pos
```

```
'SoftPhotonCurrent.gauge_invariant_iff' depends on axioms: [propext, Classical.choice, Quot.sound]
'SoftPhotonCurrent.softCurrent_sq_nonpos' depends on axioms: [propext, Classical.choice, Quot.sound]
'SoftPhotonCurrent.massive_softCurrent_sq_nonpos' depends on axioms: [propext, Classical.choice, Quot.sound]
'SoftPhotonCurrent.single_charge_sq_pos' depends on axioms: [propext, Classical.choice, Quot.sound]
```

## Arbitrary real charges, with soft factorization as input

`Mink d` pairs a time component `.1` with a Euclidean space vector `.2`, `mdot` is the product above, and `softCurrent Q p k` is $J$ for a finite family of particles. The hypotheses `hk` and `hn` say that $k$ is nonzero and null, `hp` that all denominators are nonzero, and `hQ` that charge is conserved. `ward_identity` needs only `hp`, so it also holds for $k$ off the light cone.

In its proof, `lin` is linearity and `div_mul_cancel₀` cancels each denominator. `gauge_invariant_iff` takes $\varepsilon=0$, $c=1$ to recover charge conservation from invariance. In `orthogonal_to_null`, `key` is the completed square, where `linear_combination` inserts the orthogonality and null conditions. `softCurrent_sq_nonpos` applies that lemma to $J$, and `massive_softCurrent_sq_nonpos` replaces `hp` by positive Minkowski squares.

Neither momentum conservation nor positive energy is assumed. Massless charges are allowed if `hp` holds, which excludes photons collinear with them. Polarizations are real vectors. For $d=0$ there is no nonzero null $k$, and the bound is empty.

The step from this algebra to a scattering process is factorization: that the leading term of the radiative amplitude as $k\to0$ is $e\,\varepsilon\cdot J$ times the non-radiative amplitude, up to a phase convention. That comes from field theory and is taken as given here.
